# Reflection-symmetric matrix product states: the factor c^N under string reversal, and when the bond matrix is symmetric or antisymmetric

Let A^s be complex square matrices, one for each physical label s, and give a string of N labels the periodic amplitude tr(A^{s₁} A^{s₂} ⋯ A^{s_N}). Suppose that an invertible matrix V and a number c satisfy

(A^s)ᵀ = c V⁻¹ A^s V for every s.

Then reversing a string multiplies its amplitude by c^N. If in addition c² = 1 and only multiples of the identity commute with all A^s, then Vᵀ = V or Vᵀ = −V.

When the products of the site matrices of some fixed length span all matrices of their size, the sign in Vᵀ = ±V is used to tell reflection-symmetric phases of spin chains apart. The theorems below concern a single matrix product state with finite bond dimension and an exact symmetry of this form, and say nothing about phases.

## Strings, amplitudes and the symmetry

```lean
import Mathlib

open Matrix

namespace MPSReflection

noncomputable section

variable {S n : Type*} [Fintype n] [DecidableEq n]
```

The file loads the library Mathlib and fixes two index types. `S` is the set of physical labels, which may be infinite. `n` is the set of bond indices, which is finite; its size is the bond dimension D.

```lean
/-- The ordered product of the site matrices along a string of physical labels. -/
def word (A : S → Matrix n n ℂ) (w : List S) : Matrix n n ℂ := (w.map A).prod
```

`A` assigns a D × D complex matrix to each label, so `A s` is A^s. A string `w` is a list of labels, and `word A w` is the product of its matrices in order, written W(w) below:

W(s₁ … s_N) = A^{s₁} ⋯ A^{s_N}.

For the empty string this is the identity.

```lean
/-- The amplitude of a string in the translation-invariant periodic matrix product state. -/
def amplitude (A : S → Matrix n n ℂ) (w : List S) : ℂ := (word A w).trace
```

The amplitude is tr W(w). Every site uses the same matrices, and the trace closes the chain into a ring. The state is not normalised, but dividing all amplitudes at fixed N by a nonzero norm leaves the reversal relation unchanged.

```lean
/-- The invertible bond matrix `V` and the number `c` implement reflection: transposing any
site matrix amounts to conjugating it by `V` and multiplying it by `c`. -/
structure ReflectionSymmetric (A : S → Matrix n n ℂ) (V : Matrix n n ℂ) (c : ℂ) : Prop where
  isUnit_det : IsUnit V.det
  transpose_eq : ∀ s, (A s)ᵀ = c • (V⁻¹ * A s * V)
```

A `structure` whose type is `Prop` is a statement with named parts. Here the parts are that det V is invertible, which for complex numbers means nonzero, and that the equation for (A^s)ᵀ holds for every s. The symbol `•` multiplies a matrix by a number.

Physically, reversing the chain reverses the matrix product, and transposition restores the order at the price of transposing each matrix. The condition says that this price is only a change of bond basis and a factor c per site. It is assumed here, not derived from the invariance of a state, and it describes pure site reversal with no accompanying operation on the physical labels.

```lean
/-- Only multiples of the identity commute with all site matrices. -/
def OnlyScalarsCommute (A : S → Matrix n n ℂ) : Prop :=
  ∀ X : Matrix n n ℂ, (∀ s, X * A s = A s * X) → ∃ a : ℂ, X = a • (1 : Matrix n n ℂ)
```

This is the second hypothesis: if X A^s = A^s X for all s, then X = a·1 for some number a. It holds, for example, when products of the site matrices of some fixed length span all D × D matrices. It excludes site matrices that split into a direct sum of blocks in a common basis, since the projector onto one block would commute with all of them.

## The symmetry without an inverse

```lean
variable {A : S → Matrix n n ℂ} {V V' : Matrix n n ℂ} {c : ℂ}

/-- For invertible `V`, reflection symmetry is the intertwining relation
`V (A s)ᵀ = c (A s) V`. -/
theorem reflectionSymmetric_iff (hV : IsUnit V.det) :
    ReflectionSymmetric A V c ↔ ∀ s, V * (A s)ᵀ = c • (A s * V) := by
  constructor
  · intro h s
    rw [h.transpose_eq s, Matrix.mul_smul, ← Matrix.mul_assoc, ← Matrix.mul_assoc,
      Matrix.mul_nonsing_inv V hV, Matrix.one_mul]
  · intro h
    refine ⟨hV, fun s => ?_⟩
    have e : V⁻¹ * (V * (A s)ᵀ) = V⁻¹ * (c • (A s * V)) := by rw [h s]
    rw [← Matrix.mul_assoc, Matrix.nonsing_inv_mul V hV, Matrix.one_mul, Matrix.mul_smul,
      ← Matrix.mul_assoc] at e
    exact e
```

The `variable` line declares the matrices and the number used from here on. In a theorem, the named hypotheses stand in brackets after the theorem's name, followed by a colon and the conclusion; the proof follows `:= by`. This theorem says that, for invertible V, the symmetry is equivalent to

V (A^s)ᵀ = c A^s V for every s.

By hand, one multiplies the original equation by V from the left, or the new one by V⁻¹. The two bullets of the proof are these two directions, and `rw` replaces V V⁻¹ or V⁻¹ V by the identity.

## Reversing a string

```lean
/-- The transposed matrix product of the reversed string is the original product conjugated
by `V`, times one factor `c` per site. -/
theorem word_reverse_transpose (h : ReflectionSymmetric A V c) (w : List S) :
    (word A w.reverse)ᵀ = c ^ w.length • (V⁻¹ * word A w * V) := by
  induction w with
  | nil => simp [word, Matrix.nonsing_inv_mul V h.isUnit_det]
  | cons s w ih =>
    have h1 : word A (s :: w).reverse = word A w.reverse * A s := by simp [word]
    have h2 : word A (s :: w) = A s * word A w := by simp [word]
    -- the bond matrices between neighbouring sites cancel
    have key : (V⁻¹ * A s * V) * (V⁻¹ * word A w * V) = V⁻¹ * (A s * word A w) * V := by
      calc (V⁻¹ * A s * V) * (V⁻¹ * word A w * V)
          = V⁻¹ * A s * (V * V⁻¹) * word A w * V := by simp only [Matrix.mul_assoc]
        _ = V⁻¹ * (A s * word A w) * V := by
          rw [Matrix.mul_nonsing_inv V h.isUnit_det]
          simp only [Matrix.mul_assoc, Matrix.one_mul]
    rw [h1, h2, Matrix.transpose_mul, ih, h.transpose_eq s, List.length_cons, pow_succ',
      Matrix.smul_mul, Matrix.mul_smul, smul_smul, key]
```

Write rev(w) for the reversed string and N for the length of w. The claim is

W(rev(w))ᵀ = c^N V⁻¹ W(w) V.

The proof is by induction on the string. For the empty string both sides are the identity. Now put a label s in front of w. Reversal moves it to the end, so the new reversed product is W(rev(w)) A^s, and

(W(rev(w)) A^s)ᵀ
= (A^s)ᵀ W(rev(w))ᵀ
= c V⁻¹ A^s V · c^N V⁻¹ W(w) V
= c^(N+1) V⁻¹ A^s W(w) V.

In the Lean proof, `ih` is the claim for w, `h1` and `h2` split off the label s, and `key` is the cancellation of V V⁻¹ between neighbouring sites.

```lean
/-- Reversing a string of `N` sites multiplies its periodic amplitude by `c ^ N`. -/
theorem amplitude_reverse (h : ReflectionSymmetric A V c) (w : List S) :
    amplitude A w.reverse = c ^ w.length * amplitude A w := by
  unfold amplitude
  rw [← Matrix.trace_transpose (word A w.reverse), word_reverse_transpose h,
    Matrix.trace_smul, smul_eq_mul, Matrix.trace_mul_comm, ← Matrix.mul_assoc,
    Matrix.mul_nonsing_inv V h.isUnit_det, Matrix.one_mul]
```

A matrix and its transpose have the same trace, and the trace is cyclic. Hence

tr W(rev(w)) = c^N tr(V⁻¹ W(w) V) = c^N tr W(w).

The `rw` line performs these steps in this order. Neither c² = 1 nor the condition on commuting matrices is needed.

```lean
/-- For `c = -1`, every palindromic string of odd length has zero periodic amplitude. -/
theorem amplitude_odd_palindrome (h : ReflectionSymmetric A V (-1)) {w : List S}
    (hw : w.reverse = w) (hodd : Odd w.length) : amplitude A w = 0 := by
  have e := amplitude_reverse h w
  rw [hw, hodd.neg_one_pow] at e
  linear_combination e / 2
```

A palindrome equals its own reversal. With c = −1 and N odd, the previous theorem gives

tr W(w) = −tr W(w),

so the amplitude vanishes. For N = 1 this says that every site matrix is traceless. The tactic `linear_combination e / 2` solves the linear equation `e` for the amplitude.

## The bond matrix and its transpose

```lean
/-- If only scalars commute with the site matrices, two bond matrices that implement
reflection with the same nonzero `c` are proportional. -/
theorem bondMatrix_unique (hA : OnlyScalarsCommute A) (hc : c ≠ 0)
    (h : ReflectionSymmetric A V c) (h' : ReflectionSymmetric A V' c) :
    ∃ a : ℂ, V' = a • V := by
  -- the quotient of the two bond matrices commutes with every site matrix
  have comm : ∀ s, V' * V⁻¹ * A s = A s * (V' * V⁻¹) := by
    intro s
    have e := congrArg (fun M => c⁻¹ • M) ((h.transpose_eq s).symm.trans (h'.transpose_eq s))
    simp only [smul_smul, inv_mul_cancel₀ hc, one_smul] at e
    calc V' * V⁻¹ * A s = V' * (V⁻¹ * A s * V) * V⁻¹ := by
          simp only [Matrix.mul_assoc, Matrix.mul_nonsing_inv V h.isUnit_det, Matrix.mul_one]
      _ = V' * (V'⁻¹ * A s * V') * V⁻¹ := by rw [e]
      _ = (V' * V'⁻¹) * A s * (V' * V⁻¹) := by simp only [Matrix.mul_assoc]
      _ = A s * (V' * V⁻¹) := by
          rw [Matrix.mul_nonsing_inv V' h'.isUnit_det, Matrix.one_mul]
  obtain ⟨a, ha⟩ := hA _ comm
  refine ⟨a, ?_⟩
  calc V' = V' * V⁻¹ * V := by
        rw [Matrix.mul_assoc, Matrix.nonsing_inv_mul V h.isUnit_det, Matrix.mul_one]
    _ = a • V := by rw [ha, Matrix.smul_mul, Matrix.one_mul]
```

Suppose V and V' both implement reflection with the same c ≠ 0. Equating the two expressions for (A^s)ᵀ and dividing by c gives

V⁻¹ A^s V = V'⁻¹ A^s V'.

Multiplying by V' from the left and V⁻¹ from the right yields

V' V⁻¹ A^s = A^s V' V⁻¹.

So V' V⁻¹ commutes with every site matrix and must be a·1, which means V' = aV. In the code, `comm` is the commutation relation, `obtain` extracts the number a from the hypothesis `hA`, and the final `calc` multiplies back by V.

```lean
/-- If `c ^ 2 = 1`, the transpose of `V` implements reflection with the same `c`. -/
theorem ReflectionSymmetric.transpose (h : ReflectionSymmetric A V c) (hc : c ^ 2 = 1) :
    ReflectionSymmetric A Vᵀ c := by
  have hV : IsUnit (Vᵀ).det := by
    rw [Matrix.det_transpose]
    exact h.isUnit_det
  refine (reflectionSymmetric_iff hV).2 fun s => ?_
  have e := congrArg Matrix.transpose ((reflectionSymmetric_iff h.isUnit_det).1 h s)
  rw [Matrix.transpose_mul, Matrix.transpose_transpose, Matrix.transpose_smul,
    Matrix.transpose_mul] at e
  rw [e, smul_smul, ← pow_two, hc, one_smul]
```

Transposing V (A^s)ᵀ = c A^s V gives

A^s Vᵀ = c Vᵀ (A^s)ᵀ.

Multiplying by c and using c² = 1 turns this into

Vᵀ (A^s)ᵀ = c A^s Vᵀ,

which is the symmetry condition with Vᵀ in place of V. The transpose is invertible because its determinant is that of V. The proof uses the inverse-free form in both directions: once to obtain the relation for V, and once to return from the relation for Vᵀ to the original definition.

```lean
/-- If `c ^ 2 = 1` and only scalars commute with all site matrices, the bond matrix that
implements reflection is symmetric or antisymmetric. -/
theorem bondMatrix_symm_or_antisymm (h : ReflectionSymmetric A V c) (hc : c ^ 2 = 1)
    (hA : OnlyScalarsCommute A) : Vᵀ = V ∨ Vᵀ = -V := by
  have hc0 : c ≠ 0 := by
    rintro rfl
    norm_num at hc
  obtain ⟨a, ha⟩ := bondMatrix_unique hA hc0 h (h.transpose hc)
  have ent : ∀ i j, V j i = a * V i j := fun i j => by
    have e := congrFun (congrFun ha i) j
    simpa [Matrix.transpose_apply, Matrix.smul_apply] using e
  -- transposing twice gives back `V`, so `a ^ 2 = 1` unless `V` vanishes
  have z : ∀ i j, (a * a - 1) * V i j = 0 := fun i j => by
    linear_combination -(ent j i) - a * ent i j
  by_cases h1 : a = 1
  · left
    rw [ha, h1, one_smul]
  by_cases h2 : a = -1
  · right
    rw [ha, h2, neg_smul, one_smul]
  have nz : a * a - 1 ≠ 0 := by
    intro h0
    have f : (a - 1) * (a + 1) = 0 := by linear_combination h0
    rcases mul_eq_zero.mp f with k | k
    · exact h1 (sub_eq_zero.mp k)
    · exact h2 (eq_neg_of_add_eq_zero_left k)
  have v0 : ∀ i j, V i j = 0 := fun i j => (mul_eq_zero.mp (z i j)).resolve_left nz
  left
  ext i j
  rw [Matrix.transpose_apply, v0, v0]
```

Both V and Vᵀ now implement reflection with the same c, which is nonzero because c² = 1. By the proportionality result, Vᵀ = aV. Transposing again gives

V = a Vᵀ = a² V.

For D ≥ 1 an invertible V is not zero, so a² = 1 and a = ±1.

Lean carries this out entry by entry. `ent` is V_ji = a V_ij, and `z` is (a² − 1) V_ij = 0. The cases a = 1 and a = −1 give the two alternatives. In the remaining case all entries of V vanish, and the proof simply notes that a zero matrix is symmetric. This also takes care of D = 0, where there are no entries at all.

```lean
/-- If `c ^ 2 = 1`, only scalars commute with all site matrices and the bond dimension is odd, then
the bond matrix `V` that implements reflection is symmetric. -/
theorem bondMatrix_symm_of_odd (h : ReflectionSymmetric A V c) (hc : c ^ 2 = 1)
    (hA : OnlyScalarsCommute A) (hodd : Odd (Fintype.card n)) : Vᵀ = V := by
  refine (bondMatrix_symm_or_antisymm h hc hA).resolve_right fun hneg => ?_
  have e := congrArg Matrix.det hneg
  rw [Matrix.det_transpose, Matrix.det_neg, hodd.neg_one_pow] at e
  exact h.isUnit_det.ne_zero (by linear_combination e / 2)
```

If D is odd, the antisymmetric alternative is impossible, since it would give

det V = det Vᵀ = det(−V) = (−1)^D det V = −det V,

and hence det V = 0. The proof removes that alternative with `resolve_right` and derives the contradiction from the determinant.

## Pauli matrices realise both signs

```lean
/-- The Pauli matrix `σx`. -/
def sigmaX : Matrix (Fin 2) (Fin 2) ℂ := !![0, 1; 1, 0]
```

The notation `!![0, 1; 1, 0]` lists a matrix row by row, with a semicolon between rows. `Fin 2` is the index set {0, 1}, so rows and columns are counted from 0.

```lean
/-- The Pauli matrix `σy`. -/
def sigmaY : Matrix (Fin 2) (Fin 2) ℂ := !![0, -Complex.I; Complex.I, 0]
```

This is σy, with `Complex.I` as the imaginary unit.

```lean
/-- The Pauli matrix `σz`. -/
def sigmaZ : Matrix (Fin 2) (Fin 2) ℂ := !![1, 0; 0, -1]
```

This is σz, diagonal with entries 1 and −1.

```lean
/-- A matrix that commutes with `σx` and `σz` is a multiple of the identity. -/
theorem scalar_of_commute_pauli (X : Matrix (Fin 2) (Fin 2) ℂ)
    (hx : X * sigmaX = sigmaX * X) (hz : X * sigmaZ = sigmaZ * X) :
    ∃ a : ℂ, X = a • (1 : Matrix (Fin 2) (Fin 2) ℂ) := by
  have b : X 0 1 = 0 := by
    have e := congrFun (congrFun hz 0) 1
    simp [sigmaZ, Matrix.mul_apply, Fin.sum_univ_two] at e
    first
      | exact e
      | linear_combination (-1 / 2 : ℂ) * e
  have d : X 0 1 = X 1 0 := by
    simpa [sigmaX, Matrix.mul_apply, Fin.sum_univ_two] using congrFun (congrFun hx 0) 0
  have f : X 0 0 = X 1 1 := by
    simpa [sigmaX, Matrix.mul_apply, Fin.sum_univ_two] using congrFun (congrFun hx 0) 1
  have d' : X 1 0 = 0 := d.symm.trans b
  refine ⟨X 0 0, ?_⟩
  ext i j
  fin_cases i <;> fin_cases j <;> simp [b, d', f]
```

Let X be a 2 × 2 matrix with entries X₀₀, X₀₁, X₁₀, X₁₁. The (0,1) entry of Xσz = σzX reads

−X₀₁ = X₀₁,

so X₀₁ = 0. The (0,0) and (0,1) entries of Xσx = σxX read

X₀₁ = X₁₀ and X₀₀ = X₁₁.

Therefore X = X₀₀·1. The steps `b`, `d` and `f` are these three entry equations, and `fin_cases` checks the four entries of the conclusion.

```lean
/-- The three Pauli matrices as site matrices are reflection symmetric with `c = -1` and an
antisymmetric bond matrix, and only scalars commute with them. -/
theorem antisymmetric_witness :
    ReflectionSymmetric ![sigmaX, sigmaY, sigmaZ] !![0, 1; -1, 0] (-1) ∧
      OnlyScalarsCommute ![sigmaX, sigmaY, sigmaZ] ∧
      (!![0, 1; -1, 0] : Matrix (Fin 2) (Fin 2) ℂ)ᵀ = -!![0, 1; -1, 0] := by
  refine ⟨(reflectionSymmetric_iff (by simp [Matrix.det_fin_two])).2 fun s => ?_,
    fun X hX => scalar_of_commute_pauli X (hX 0) (hX 2), ?_⟩
  · fin_cases s <;> ext i j <;> fin_cases i <;> fin_cases j <;>
      simp [sigmaX, sigmaY, sigmaZ, Matrix.mul_apply, Fin.sum_univ_two]
  · ext i j
    fin_cases i <;> fin_cases j <;> simp
```

The list `![sigmaX, sigmaY, sigmaZ]` gives a site with three physical labels. The bond matrix is V = iσy, with rows (0, 1) and (−1, 0), and c = −1. The relation to check is

V (σ^s)ᵀ = −σ^s V.

For σx and σz, the transpose changes nothing and V anticommutes with the matrix. For σy, the transpose supplies the minus sign and V commutes with it. Lean verifies the relation entry by entry. The previous theorem, applied to labels 0 and 2, shows that only scalars commute with the site matrices. Here Vᵀ = −V, which is compatible with the even bond dimension 2.

```lean
/-- The site matrices `σx` and `σz` are reflection symmetric with `c = 1` and the identity as
bond matrix, and only scalars commute with them. -/
theorem symmetric_witness :
    ReflectionSymmetric ![sigmaX, sigmaZ] 1 1 ∧ OnlyScalarsCommute ![sigmaX, sigmaZ] := by
  refine ⟨(reflectionSymmetric_iff (by simp)).2 fun s => ?_,
    fun X hX => scalar_of_commute_pauli X (hX 0) (hX 1)⟩
  fin_cases s <;> ext i j <;> fin_cases i <;> fin_cases j <;> simp [sigmaX, sigmaZ]

end

end MPSReflection
```

In `ReflectionSymmetric ![sigmaX, sigmaZ] 1 1`, the first `1` is the identity matrix V and the second is the number c. The condition reduces to (σ^s)ᵀ = σ^s, which holds for σx and σz. Again only scalars commute with both, and V is symmetric. A product of an odd number of these matrices is ±σx or ±σz and has trace zero, so this example gives a nonzero state only on rings with an even number of sites. The same two matrices also satisfy the symmetry condition with c = −1 and the antisymmetric V = iσy, so for them the sign depends on the choice of c. Together the two examples show that each sign occurs at bond dimension 2. The `end` lines close the blocks opened at the top of the file.

```lean
#print axioms MPSReflection.amplitude_odd_palindrome
#print axioms MPSReflection.bondMatrix_symm_or_antisymm
#print axioms MPSReflection.bondMatrix_symm_of_odd
```

```
'MPSReflection.amplitude_odd_palindrome' depends on axioms: [propext, Classical.choice, Quot.sound]
'MPSReflection.bondMatrix_symm_or_antisymm' depends on axioms: [propext, Classical.choice, Quot.sound]
'MPSReflection.bondMatrix_symm_of_odd' depends on axioms: [propext, Classical.choice, Quot.sound]
```
